# A qubit with ground-state population 3/4 and no coherence gains purity under decay

The declaration concerns a single qubit in the state ρ = diag(3/4, 1/4), with no Hamiltonian and one jump operator, the lowering operator, which takes the second basis state to the first at unit rate. Writing G for the Lindblad generator, it states that Tr(ρ G(ρ)) = 1/8. Since the purity Tr(ρ²) changes at the rate 2 Tr(ρ G(ρ)), it is growing at the rate 1/4 in this state. The attempt unfolds all the definitions and asks a single `norm_num` call to compute the trace from the matrix entries.

In Lean, a first try:

```lean
import Mathlib

open Matrix

namespace DecayRaisesPurity

noncomputable section

variable {n κ : Type*} [Fintype n] [Fintype κ]

/-- The commutator `[A, B] = A B - B A`. -/
def comm (A B : Matrix n n ℂ) : Matrix n n ℂ := A * B - B * A

/-- The dissipator of one jump operator, `L ρ L* - {L* L, ρ} / 2`. -/
def dissipator (L ρ : Matrix n n ℂ) : Matrix n n ℂ :=
  L * ρ * Lᴴ - (1 / 2 : ℂ) • (Lᴴ * L * ρ + ρ * (Lᴴ * L))

/-- The Lindblad generator `-i [H, ρ]` plus the dissipators of all jumps `L k`. -/
def lindblad (H : Matrix n n ℂ) (L : κ → Matrix n n ℂ) (ρ : Matrix n n ℂ) :
    Matrix n n ℂ :=
  (-Complex.I) • comm H ρ + ∑ k, dissipator (L k) ρ

/-- The qubit lowering operator, which takes the second basis state to the first. -/
def lowering : Matrix (Fin 2) (Fin 2) ℂ := !![0, 1; 0, 0]

/-- With the lowering operator as the only jump and no Hamiltonian, the state `diag(3/4, 1/4)` has
`Tr(ρ G(ρ)) = 1/8`. -/
theorem decay_raises_purity :
    trace (!![3 / 4, 0; 0, 1 / 4] *
      lindblad 0 (fun _ : Fin 1 => lowering) !![3 / 4, 0; 0, 1 / 4]) = 1 / 8 := by
  norm_num [lindblad, dissipator, comm, lowering, trace_fin_two, Matrix.mul_apply,
    Fin.sum_univ_two, conjTranspose_apply]

end

end DecayRaisesPurity
```

The compiler's answer:

```
Main.lean:30:80: error: unsolved goals
⊢ (![3 / 4, 0] ᵥ*
          (of ![![0, 1 / 4] ᵥ* !![0, 1; 0, 0]ᴴ, 0] -
            ((1 / 2) • (!![0, 1; 0, 0]ᴴ * !![0, 1; 0, 0] * !![3 / 4, 0; 0, 1 / 4]) +
              of
                ![(1 / 2) • ![3 / 4, 0] ᵥ* (!![0, 1; 0, 0]ᴴ * !![0, 1; 0, 0]),
                  (1 / 2) • ![0, 1 / 4] ᵥ* (!![0, 1; 0, 0]ᴴ * !![0, 1; 0, 0])])))
        0 +
      (![0, 1 / 4] ᵥ*
          (of ![![0, 1 / 4] ᵥ* !![0, 1; 0, 0]ᴴ, 0] -
            ((1 / 2) • (!![0, 1; 0, 0]ᴴ * !![0, 1; 0, 0] * !![3 / 4, 0; 0, 1 / 4]) +
              of
                ![(1 / 2) • ![3 / 4, 0] ᵥ* (!![0, 1; 0, 0]ᴴ * !![0, 1; 0, 0]),
                  (1 / 2) • ![0, 1 / 4] ᵥ* (!![0, 1; 0, 0]ᴴ * !![0, 1; 0, 0])])))
        1 =
    1 / 8
```

Diagnosis. The error shows the goal that `norm_num` could not finish. The trace has been split into two terms, but the matrices inside were never reduced to numbers. Simplification rewrote products of explicit matrices into row-vector products, written `ᵥ*`, so `Matrix.mul_apply`, which needs an entry `(M * N) i j`, no longer fitted the outer product. The conjugate transpose `!![0, 1; 0, 0]ᴴ` also stayed unevaluated, because `conjTranspose_apply` acts only on an entry `Mᴴ i j`, and no such entry appeared.

The repair first proves `hT`, which gives the conjugate transpose of `lowering` as an explicit matrix, checked entry by entry. The first `simp only` unfolds the generator, uses `hT` and removes the zero commutator, while `lowering` itself stays folded. The second expands the trace, products, sums and scalar multiples into entries. Because both use only the listed lemmas, the row-vector rewriting does not intervene. The final `norm_num [lowering]` then has only explicit entries and arithmetic to evaluate. The two added comments merely label the steps.

Fix (accepted with no message):

```diff
@@ -29,6 +29,14 @@
     trace (!![3 / 4, 0; 0, 1 / 4] *
       lindblad 0 (fun _ : Fin 1 => lowering) !![3 / 4, 0; 0, 1 / 4]) = 1 / 8 := by
-  norm_num [lindblad, dissipator, comm, lowering, trace_fin_two, Matrix.mul_apply,
-    Fin.sum_univ_two, conjTranspose_apply]
+  have hT : loweringᴴ = !![0, 0; 1, 0] := by
+    ext i j
+    fin_cases i <;> fin_cases j <;> simp [lowering, conjTranspose_apply]
+  -- only the dissipator of the single jump remains
+  simp only [lindblad, dissipator, comm, hT, zero_mul, mul_zero, sub_self, smul_zero,
+    zero_add, Finset.univ_unique, Finset.sum_singleton]
+  -- expand the trace into matrix entries
+  simp only [trace_fin_two, Matrix.mul_apply, Fin.sum_univ_two, Matrix.sub_apply,
+    Matrix.add_apply, Matrix.smul_apply, smul_eq_mul]
+  norm_num [lowering]
 
 end
```
